# A bounded orbital tail below a constant potential is \(u(0)\,e^{-kx}\) with \(k=\sqrt{2(c-\varepsilon)}\)

Let \(u\) be a bounded, twice differentiable real function on \(x\ge 0\) that satisfies

\[
-\tfrac12 u''+c\,u=\varepsilon u ,\qquad \varepsilon<c ,
\]

with constants \(c\) and \(\varepsilon\). Then \(u(x)=u(0)\,e^{-kx}\) for all \(x\ge0\), where \(k=\sqrt{2(c-\varepsilon)}\). Now let \(I>0\), and let \(u\) be a bounded solution with \(u(0)\neq0\), without assuming \(\varepsilon<c\). Then \(u(x)=u(0)\,e^{-\sqrt{2I}\,x}\) holds on the half-line exactly when \(c=I+\varepsilon\).

## Orbital tails and the asymptotic correction

Symmetry-adapted perturbation theory based on density functional theory builds interaction energies from the orbitals and response properties of the separate molecules. Both are sensitive to the outer region, where common approximate exchange-correlation potentials are poor. An asymptotic correction changes the potential there, using a shift computed from the ionization energy \(I\) and the energy \(\varepsilon\) of the highest occupied orbital.

The model keeps only the shift. The outer region is the half-line \(x\ge0\), with \(x=0\) its inner edge and not a nucleus, and the potential there is the constant \(c\). In atomic units, the orbital obeys the equation above. The number \(I\) stands for the ionization energy, and \(\sqrt{2I}\) is the exponential rate expected of the highest occupied orbital in exact Kohn–Sham theory. That rate is taken as the target and not derived. For this one-dimensional, constant-potential tail, the result identifies the shift \(I+\varepsilon\) used in asymptotically corrected SAPT calculations as the one that gives the target rate.

## The half-line equation as a Lean predicate

`IsTailOrbital c ε u` says that there are functions `v` and `w`, playing the roles of \(u'\) and \(u''\), such that the equation holds at every \(x\ge0\). The derivatives are taken within `Ici 0`, the closed half-line: they are ordinary derivatives for \(x>0\) and right-hand derivatives at \(x=0\). Although `u` has type `ℝ → ℝ`, its values at negative \(x\) play no part. `decayRate c ε` is \(k\).

Boundedness is the hypothesis `∃ M, ∀ x, 0 ≤ x → |u x| ≤ M`. Physically, it excludes a tail that grows away from the molecule. The condition `u 0 ≠ 0` in `correct_decay_iff_shift` excludes the zero function, which satisfies the decay law for every rate.

The parameters `c`, `ε` and `I` are independent real numbers. In a self-consistent calculation, changing the potential also changes the orbital energy, and this feedback is absent. So are the Coulomb tail, the angular part of the orbital and the matching to the inner region.

## Two first integrals give two exponentials

Write \(v=u'\) and \(w=u''\). The equation says \(w=2(c-\varepsilon)u=k^2u\). For either \(a=k\) or \(a=-k\),

\[
\frac{d}{dx}\Big[(v+au)e^{-ax}\Big]=(w+av-av-a^2u)\,e^{-ax}=(w-k^2u)\,e^{-ax}=0 .
\]

Both quantities therefore keep their values at the origin:

\[
v+ku=\big(v(0)+ku(0)\big)e^{kx},\qquad
v-ku=\big(v(0)-ku(0)\big)e^{-kx}.
\]

Subtracting and dividing by \(2k>0\) gives

\[
u(x)=A\,e^{kx}+B\,e^{-kx},\qquad
A=\frac{v(0)+ku(0)}{2k},\quad B=\frac{ku(0)-v(0)}{2k}.
\]

## Boundedness removes the growing part

Suppose \(|u|\le M\) on the half-line. Since \(e^{-kx}\le1\) there,

\[
|A|\,e^{kx}=|u(x)-Be^{-kx}|\le M+|B| .
\]

With \(e^{kx}\ge1+kx\), this gives \(|A|(1+kx)\le M+|B|\) for every \(x\ge0\). If \(A\ne0\), take \(x=(M+|B|)/(|A|k)\). The inequality becomes \(|A|+M+|B|\le M+|B|\), which is impossible. Hence \(A=0\), and setting \(x=0\) gives \(B=u(0)\).

Conversely, \(u=b\,e^{-kx}\) has \(u''=k^2u\), so \(-\tfrac12u''+cu=(c-k^2/2)u=\varepsilon u\), and \(|u|\le|b|\) on the half-line. This direction also holds for \(\varepsilon=c\), where the function is constant.

The order of \(\varepsilon\) and \(c\) matters. If \(c<\varepsilon\), put \(q=\sqrt{2(\varepsilon-c)}\). Then \(\cos(qx)\) is bounded and satisfies \(-\tfrac12u''=\tfrac12q^2u=(\varepsilon-c)u\), so it solves the equation. At \(x=\pi/q\) it equals \(-1\), which no \(e^{-kx}\) with real \(k\) can match.

## The shift that gives the rate \(\sqrt{2I}\)

Suppose \(u(x)=u(0)e^{-\kappa x}\) with \(\kappa=\sqrt{2I}\). Differentiating twice gives \(u''(0)=\kappa^2u(0)=2I\,u(0)\). The equation at the origin reads

\[
-I\,u(0)+c\,u(0)=\varepsilon\,u(0),
\]

and division by \(u(0)\ne0\) gives \(c=I+\varepsilon\). In the other direction, \(c=I+\varepsilon\) gives \(c-\varepsilon=I>0\), so \(k=\sqrt{2I}\) and the decay law applies.

If the shift is too small, with \(\varepsilon<c<I+\varepsilon\), then \(k<\kappa\). For a bounded solution with \(u(0)\neq0\) and every \(x>0\),

\[
|u(x)|=|u(0)|\,e^{-kx}>|u(0)|\,e^{-\kappa x}.
\]

The tail is too diffuse compared with the target tail of the same value at the origin.

## The Lean development

```lean
import Mathlib

open Set

namespace SAPTAsymptoticCorrection

/-- The function `u` is twice differentiable on the half-line `x ≥ 0` and satisfies there the
Schrödinger equation `-u''/2 + c u = ε u` with constant potential `c` and orbital energy `ε`. -/
def IsTailOrbital (c ε : ℝ) (u : ℝ → ℝ) : Prop :=
  ∃ v w : ℝ → ℝ,
    (∀ x, 0 ≤ x → HasDerivWithinAt u (v x) (Ici 0) x) ∧
    (∀ x, 0 ≤ x → HasDerivWithinAt v (w x) (Ici 0) x) ∧
    ∀ x, 0 ≤ x → -(w x) / 2 + c * u x = ε * u x

/-- The decay rate `k = √(2(c - ε))` in atomic units, meant for `ε ≤ c`. -/
noncomputable def decayRate (c ε : ℝ) : ℝ := √(2 * (c - ε))

/-- For `ε ≤ c`, the square of the decay rate is twice the gap `c - ε` between potential and orbital
energy. -/
theorem decayRate_sq {c ε : ℝ} (h : ε ≤ c) : decayRate c ε ^ 2 = 2 * (c - ε) :=
  Real.sq_sqrt (by linarith)

/-- The derivative of `exp (a x)` is `a exp (a x)`. -/
theorem hasDerivAt_exp_mul (a x : ℝ) :
    HasDerivAt (fun y => Real.exp (a * y)) (a * Real.exp (a * x)) x := by
  have h : HasDerivAt (fun y : ℝ => a * y) a x := by
    simpa using (hasDerivAt_id' x).const_mul a
  exact h.exp.congr_deriv (mul_comm _ _)

/-- Below the potential, every solution on the half-line is a sum of a growing and a decaying
exponential with the same rate. -/
theorem tail_general {c ε : ℝ} {u : ℝ → ℝ} (hε : ε < c) (h : IsTailOrbital c ε u) :
    ∃ A B : ℝ, ∀ x, 0 ≤ x →
      u x = A * Real.exp (decayRate c ε * x) + B * Real.exp (-decayRate c ε * x) := by
  obtain ⟨v, w, hu, hv, hE⟩ := h
  have hk : 0 < decayRate c ε := Real.sqrt_pos.2 (by linarith)
  have hk2 := decayRate_sq hε.le
  set k := decayRate c ε
  -- the first integrals (u' + a u) exp(-a x), for a = k and a = -k
  have key : ∀ a : ℝ, a ^ 2 = 2 * (c - ε) → ∀ x, 0 ≤ x →
      (v x + a * u x) * Real.exp (-a * x) = v 0 + a * u 0 := by
    intro a ha x hx
    have hd : ∀ y, 0 ≤ y → HasDerivWithinAt
        (fun y => (v y + a * u y) * Real.exp (-a * y)) 0 (Ici 0) y := by
      intro y hy
      refine (((hv y hy).fun_add ((hu y hy).const_mul a)).fun_mul
        (hasDerivAt_exp_mul (-a) y).hasDerivWithinAt).congr_deriv ?_
      show (w y + a * v y) * Real.exp (-a * y)
        + (v y + a * u y) * (-a * Real.exp (-a * y)) = 0
      linear_combination (-2 * Real.exp (-a * y)) * hE y hy - u y * Real.exp (-a * y) * ha
    have hc := constant_of_has_deriv_right_zero
      (fun y hy => (hd y hy.1).continuousWithinAt.mono Icc_subset_Ici_self)
      (fun y hy => (hd y hy.1).mono (Ici_subset_Ici.2 hy.1)) x ⟨hx, le_rfl⟩
    simpa using hc
  refine ⟨(v 0 + k * u 0) / (2 * k), (k * u 0 - v 0) / (2 * k), fun x hx => ?_⟩
  have hP := key k hk2 x hx
  have hQ := key (-k) (by rw [neg_sq]; exact hk2) x hx
  rw [neg_neg] at hQ
  have hEF : Real.exp (k * x) * Real.exp (-k * x) = 1 := by
    rw [← Real.exp_add]; simp
  -- eliminate u' between the two first integrals
  have h2 : 2 * k * u x = (v 0 + k * u 0) * Real.exp (k * x)
      + (k * u 0 - v 0) * Real.exp (-k * x) := by
    linear_combination Real.exp (k * x) * hP - Real.exp (-k * x) * hQ - 2 * k * u x * hEF
  calc u x = (2 * k * u x) / (2 * k) := by field_simp
    _ = _ := by rw [h2]; ring

/-- A bounded orbital tail with energy below the potential is `u(0) exp(-k x)`, with
`k = √(2(c - ε))`. -/
theorem bounded_tail {c ε : ℝ} {u : ℝ → ℝ} (hε : ε < c) (h : IsTailOrbital c ε u)
    (hb : ∃ M, ∀ x, 0 ≤ x → |u x| ≤ M) :
    ∀ x, 0 ≤ x → u x = u 0 * Real.exp (-decayRate c ε * x) := by
  obtain ⟨A, B, hAB⟩ := tail_general hε h
  obtain ⟨M, hM⟩ := hb
  have hk : 0 < decayRate c ε := Real.sqrt_pos.2 (by linarith)
  set k := decayRate c ε
  have hM0 : 0 ≤ M := (abs_nonneg _).trans (hM 0 le_rfl)
  -- a growing component would exceed the bound at a suitable distance
  have hA : A = 0 := by
    by_contra hA
    have hA' : 0 < |A| := abs_pos.2 hA
    have hA0 : |A| ≠ 0 := hA'.ne'
    obtain ⟨x, hx, h1⟩ : ∃ x : ℝ, 0 ≤ x ∧ |A| * (k * x) = M + |B| :=
      ⟨(M + |B|) / (|A| * k), by positivity, by field_simp⟩
    have hF : Real.exp (-k * x) ≤ 1 :=
      Real.exp_le_one_iff.2 (by nlinarith [mul_nonneg hk.le hx])
    have h2 : |A| * Real.exp (k * x) ≤ M + |B| := by
      calc |A| * Real.exp (k * x) = |u x - B * Real.exp (-k * x)| := by
            rw [hAB x hx, add_sub_cancel_right, abs_mul, abs_of_pos (Real.exp_pos _)]
        _ ≤ |u x| + |B * Real.exp (-k * x)| := norm_sub_le (u x) _
        _ ≤ M + |B| := by
            rw [abs_mul, abs_of_pos (Real.exp_pos _)]
            linarith [hM x hx, mul_le_mul_of_nonneg_left hF (abs_nonneg B)]
    linarith [mul_le_mul_of_nonneg_left (Real.add_one_le_exp (k * x)) hA'.le]
  have hB : u 0 = B := by simpa [hA] using hAB 0 le_rfl
  intro x hx
  rw [hAB x hx, hA, hB, zero_mul, zero_add]

/-- Conversely, for `ε ≤ c`, every multiple of `exp(-k x)` with `k = √(2(c - ε))` solves the tail
equation and is bounded on the half-line. -/
theorem exponential_isTailOrbital {c ε : ℝ} (hε : ε ≤ c) (b : ℝ) :
    IsTailOrbital c ε (fun x => b * Real.exp (-decayRate c ε * x)) ∧
      ∀ x, 0 ≤ x → |b * Real.exp (-decayRate c ε * x)| ≤ |b| := by
  have hk2 := decayRate_sq hε
  have hk : 0 ≤ decayRate c ε := Real.sqrt_nonneg _
  set k := decayRate c ε
  refine ⟨⟨fun x => b * (-k * Real.exp (-k * x)), fun x => b * (-k * (-k * Real.exp (-k * x))),
    fun x _ => ((hasDerivAt_exp_mul (-k) x).const_mul b).hasDerivWithinAt,
    fun x _ => (((hasDerivAt_exp_mul (-k) x).const_mul (-k)).const_mul b).hasDerivWithinAt,
    fun x _ => ?_⟩, fun x hx => ?_⟩
  · show -(b * (-k * (-k * Real.exp (-k * x)))) / 2 + c * (b * Real.exp (-k * x))
      = ε * (b * Real.exp (-k * x))
    linear_combination (-(b * Real.exp (-k * x)) / 2) * hk2
  · rw [abs_mul, abs_of_pos (Real.exp_pos _)]
    exact mul_le_of_le_one_right (abs_nonneg b)
      (Real.exp_le_one_iff.2 (by nlinarith [mul_nonneg hk hx]))

/-- For ionization energy `I > 0`, a bounded orbital tail with `u(0) ≠ 0` decays with the rate
`√(2I)` exactly when the potential shift is `c = I + ε`. -/
theorem correct_decay_iff_shift {c ε I : ℝ} {u : ℝ → ℝ} (hI : 0 < I)
    (h : IsTailOrbital c ε u) (hb : ∃ M, ∀ x, 0 ≤ x → |u x| ≤ M) (h0 : u 0 ≠ 0) :
    (∀ x, 0 ≤ x → u x = u 0 * Real.exp (-√(2 * I) * x)) ↔ c = I + ε := by
  constructor
  · intro hdec
    obtain ⟨v, w, hu, hv, hE⟩ := h
    have hκ : √(2 * I) ^ 2 = 2 * I := Real.sq_sqrt (by linarith)
    set κ := √(2 * I)
    -- the decay law fixes u' on the half-line and u'' at the origin
    have hv' : ∀ x, 0 ≤ x → v x = u 0 * (-κ * Real.exp (-κ * x)) := fun x hx =>
      (uniqueDiffOn_Ici (0 : ℝ) x hx).eq_deriv _ (hu x hx)
        (((hasDerivAt_exp_mul (-κ) x).const_mul (u 0)).hasDerivWithinAt.congr
          (fun y hy => hdec y hy) (hdec x hx))
    have hw : w 0 = u 0 * (-κ * (-κ * Real.exp (-κ * 0))) :=
      (uniqueDiffOn_Ici (0 : ℝ) 0 self_mem_Ici).eq_deriv _ (hv 0 le_rfl)
        ((((hasDerivAt_exp_mul (-κ) 0).const_mul (-κ)).const_mul (u 0)).hasDerivWithinAt.congr
          (fun y hy => hv' y hy) (hv' 0 le_rfl))
    rw [mul_zero, Real.exp_zero] at hw
    apply mul_left_cancel₀ h0
    linear_combination hE 0 le_rfl + hw / 2 + u 0 / 2 * hκ
  · intro hc
    have hrate : decayRate c ε = √(2 * I) := by
      rw [decayRate, hc, add_sub_cancel_right]
    rw [← hrate]
    exact bounded_tail (by linarith) h hb

/-- If `ε < c < I + ε` and `u(0) ≠ 0`, the bounded tail is strictly larger in magnitude than the one
with decay rate `√(2I)` and the same value at the origin, at every `x > 0`. -/
theorem too_diffuse_of_small_shift {c ε I : ℝ} {u : ℝ → ℝ} (hε : ε < c) (hc : c < I + ε)
    (h : IsTailOrbital c ε u) (hb : ∃ M, ∀ x, 0 ≤ x → |u x| ≤ M) (h0 : u 0 ≠ 0)
    {x : ℝ} (hx : 0 < x) : |u 0| * Real.exp (-√(2 * I) * x) < |u x| := by
  have hlt : decayRate c ε < √(2 * I) := Real.sqrt_lt_sqrt (by linarith) (by linarith)
  rw [bounded_tail hε h hb x hx.le, abs_mul, abs_of_pos (Real.exp_pos _)]
  exact mul_lt_mul_of_pos_left
    (Real.exp_lt_exp.2 (by nlinarith [mul_lt_mul_of_pos_right hlt hx])) (abs_pos.2 h0)

/-- For an energy above the potential, `cos(q x)` with `q = √(2(ε - c))` is a bounded solution
that agrees with no exponential `exp(-k x)` on the half-line. -/
theorem oscillating_above_potential {c ε : ℝ} (hε : c < ε) :
    IsTailOrbital c ε (fun x => Real.cos (√(2 * (ε - c)) * x)) ∧
      (∀ x, |Real.cos (√(2 * (ε - c)) * x)| ≤ 1) ∧
      ∀ k : ℝ, ∃ x, 0 ≤ x ∧ Real.cos (√(2 * (ε - c)) * x) ≠ Real.exp (-k * x) := by
  have hq : 0 < √(2 * (ε - c)) := Real.sqrt_pos.2 (by linarith)
  have hq2 : √(2 * (ε - c)) ^ 2 = 2 * (ε - c) := Real.sq_sqrt (by linarith)
  set q := √(2 * (ε - c))
  have hlin : ∀ x : ℝ, HasDerivAt (fun y : ℝ => q * y) q x := fun x => by
    simpa using (hasDerivAt_id' x).const_mul q
  refine ⟨⟨fun x => -Real.sin (q * x) * q, fun x => -(Real.cos (q * x) * q) * q,
    fun x _ => (hlin x).cos.hasDerivWithinAt,
    fun x _ => ((hlin x).sin.fun_neg.mul_const q).hasDerivWithinAt, fun x _ => ?_⟩,
    fun x => Real.abs_cos_le_one _, fun k => ⟨Real.pi / q, by positivity, ?_⟩⟩
  · show -(-(Real.cos (q * x) * q) * q) / 2 + c * Real.cos (q * x) = ε * Real.cos (q * x)
    linear_combination (Real.cos (q * x) / 2) * hq2
  · -- half a period out, the cosine is negative
    have hpi : q * (Real.pi / q) = Real.pi := by field_simp
    rw [hpi, Real.cos_pi]
    intro hneg
    linarith [Real.exp_pos (-k * (Real.pi / q))]

end SAPTAsymptoticCorrection
```

```lean
#print axioms SAPTAsymptoticCorrection.bounded_tail
#print axioms SAPTAsymptoticCorrection.correct_decay_iff_shift
#print axioms SAPTAsymptoticCorrection.too_diffuse_of_small_shift
#print axioms SAPTAsymptoticCorrection.oscillating_above_potential
```

```
'SAPTAsymptoticCorrection.bounded_tail' depends on axioms: [propext, Classical.choice, Quot.sound]
'SAPTAsymptoticCorrection.correct_decay_iff_shift' depends on axioms: [propext, Classical.choice, Quot.sound]
'SAPTAsymptoticCorrection.too_diffuse_of_small_shift' depends on axioms: [propext, Classical.choice, Quot.sound]
'SAPTAsymptoticCorrection.oscillating_above_potential' depends on axioms: [propext, Classical.choice, Quot.sound]
```

## How the Lean proofs follow the calculation

`decayRate_sq` supplies \(k^2=2(c-\varepsilon)\), and `hasDerivAt_exp_mul` differentiates \(e^{ax}\).

In `tail_general`, the local statement `key` is the conservation law for any \(a\) with \(a^2=2(c-\varepsilon)\). The product rule gives the derivative, and `linear_combination` shows that it vanishes by using the differential equation and the value of \(a^2\). The lemma `constant_of_has_deriv_right_zero` then turns continuity on \([0,x]\) and a zero right-hand derivative on \([0,x)\) into equality of the values at \(0\) and \(x\). Applying `key` to \(k\) and \(-k\) gives `hP` and `hQ`. The step `h2` eliminates \(u'\) between them, with `hEF` supplying \(e^{kx}e^{-kx}=1\).

`bounded_tail` proves \(A=0\) by contradiction. It chooses the distance \(x\) given above, bounds the growing term by the triangle inequality in `h2`, and finishes with `Real.add_one_le_exp`, which is \(e^{kx}\ge1+kx\). Evaluation at zero identifies \(B\). The converse, `exponential_isTailOrbital`, supplies the two derivatives explicitly and checks the equation by algebra.

The forward direction of `correct_decay_iff_shift` needs some care because `v` and `w` are known only as derivatives of `u` and `v`. Derivatives within the half-line are unique, by `uniqueDiffOn_Ici`. The assumed decay law therefore fixes `v` at every \(x\ge0\), and this in turn fixes `w 0`. The equation at the origin, with the factor `u 0` cancelled by `mul_left_cancel₀`, yields the shift. The reverse direction identifies `decayRate c ε` with `√(2 * I)` and calls `bounded_tail`.

`too_diffuse_of_small_shift` compares the two square roots and then the two exponentials. `oscillating_above_potential` differentiates the cosine twice to verify the equation, then evaluates it at \(\pi/q\), where its value \(-1\) contradicts the positivity of the exponential.
